# Any amplitudes on a finite chain extend to a half-infinite chain with a zero just past the last site

A finite chain has sites 0 to N, and each site carries an amplitude from an arbitrary field `K`. The lemma says that there is a function `u` on all the natural numbers which agrees with the given amplitudes `x` on the chain and vanishes at site N + 1. No Hamiltonian or eigenvalue equation enters, and the amplitudes need not be normalised. The attempt takes `u` to be `x` on the chain and zero at every later site, then proves the agreement site by site with `dif_pos`, the rule that an `if` with a true condition equals its first branch.

The first attempt, which Lean rejects:

```lean
import Mathlib

open Matrix

namespace SelectedInversion

variable {K : Type*} [Field K] (a b c : ℕ → K)

/-- Amplitudes on the finite chain extend to all sites with value zero just beyond the end. -/
theorem exists_amplitude {N : ℕ} (x : Fin (N + 1) → K) :
    ∃ u : ℕ → K, u (N + 1) = 0 ∧ x = fun j : Fin (N + 1) => u j :=
  ⟨fun j => if h : j < N + 1 then x ⟨j, h⟩ else 0, dif_neg (lt_irrefl (N + 1)),
    funext fun j => (dif_pos j.isLt).symm⟩

end SelectedInversion
```

Messages:

```
Main.lean:13:20: error: Type mismatch
  Eq.symm (dif_pos j.isLt)
has type
  ?m.67 ⋯ = dite (↑j < N + 1) ?m.67 ?m.68
but is expected to have type
  x j = (fun j => if h : j < N + 1 then x ⟨j, h⟩ else 0) ↑j
```

The message says that the reversed `dif_pos` equation could not be matched with the goal. Its two branches are still unknown, shown as `?m.67` and `?m.68`. Lean compares the left sides first, and there it has to solve `?m.67 ⋯ = x j`, where `⋯` is the proof that `j` is in range. Taking `?m.67` to be `x` is ruled out, because `x` expects a site and `?m.67` expects a proof. Lean gives up at this point, before the `if` on the right can supply the branches. The unreduced function application on the right is not the obstacle, since Lean can reduce it when comparing terms. The equation asked for is true.

The repair rewrites the `if` in the goal, so the branches are read from there and never have to be guessed from `x j`. The `show` line states the goal with the function applied to `↑j`, which puts the `if` in the open with the condition `↑j < N + 1` that `rw` looks for. Then `rw [dif_pos j.isLt]` replaces the `if` by `x ⟨j, _⟩`, where `_` is the proof that `j` is in range. This equals `x j` by definition, and `rw` closes the goal by reflexivity. The change from the term `funext fun j => …` to the tactic `funext j` only makes room for these steps.

Fix (accepted with no message):

```diff
@@ -11,5 +11,8 @@
     ∃ u : ℕ → K, u (N + 1) = 0 ∧ x = fun j : Fin (N + 1) => u j :=
   ⟨fun j => if h : j < N + 1 then x ⟨j, h⟩ else 0, dif_neg (lt_irrefl (N + 1)),
-    funext fun j => (dif_pos j.isLt).symm⟩
+    by
+      funext j
+      show x j = if h : (j : ℕ) < N + 1 then x ⟨j, h⟩ else 0
+      rw [dif_pos j.isLt]⟩
 
 end SelectedInversion
```
